# Every Hermitian 2×2 matrix has the form (n 1 + m · σ)/2 with real n and m

The theorem `spinDensity_charge_magnetization` states that a Hermitian 2×2 complex matrix `ρ` equals (n 1 + m · σ)/2, where σ is the vector of Pauli matrices, n = Re tr ρ and m_k = Re tr (ρ σ_k). If `ρ` is the local spin density matrix of a system of electrons, which is also positive semidefinite, then n is the particle density and m is the magnetization, counted in Pauli-matrix units without a magnetic-moment factor. The theorem itself needs only Hermiticity. The attempt extracts four real relations from Hermiticity, rewrites with the entrywise formula `spinDensity_eq`, and compares real and imaginary parts of each entry using `simp` and `linarith`.

As first written in Lean, the proof fails:

```lean
import Mathlib

open Matrix
open Complex (I normSq)
open scoped ComplexOrder

namespace LocalSpinDensity

noncomputable section

/-- The Pauli matrices `σ_x, σ_y, σ_z`. -/
def pauli : Fin 3 → Matrix (Fin 2) (Fin 2) ℂ :=
  ![!![0, 1; 1, 0], !![0, -I; I, 0], !![1, 0; 0, -1]]

/-- The local spin density matrix `ρ = (n 1 + m · σ) / 2` for a particle density `n`
and a magnetization vector `m`. -/
def spinDensity (n : ℝ) (m : EuclideanSpace ℝ (Fin 3)) : Matrix (Fin 2) (Fin 2) ℂ :=
  (1 / 2 : ℂ) • ((n : ℂ) • (1 : Matrix (Fin 2) (Fin 2) ℂ) + ∑ k, ((m k : ℝ) : ℂ) • pauli k)

/-- The particle density `Re tr ρ` read off from a 2×2 matrix. -/
def charge (ρ : Matrix (Fin 2) (Fin 2) ℂ) : ℝ := ρ.trace.re

/-- The magnetization vector with components `Re tr (ρ σ_k)` read off from a 2×2 matrix. -/
def magnetization (ρ : Matrix (Fin 2) (Fin 2) ℂ) : EuclideanSpace ℝ (Fin 3) :=
  WithLp.toLp 2 fun k => (ρ * pauli k).trace.re

/-- The entries of `ρ`: `(n ± m_z)/2` on the diagonal and `(m_x ∓ i m_y)/2` off it. -/
theorem spinDensity_eq (n : ℝ) (m : EuclideanSpace ℝ (Fin 3)) :
    spinDensity n m =
      !![((n : ℂ) + ((m 2 : ℝ) : ℂ)) / 2, (((m 0 : ℝ) : ℂ) - I * ((m 1 : ℝ) : ℂ)) / 2;
         (((m 0 : ℝ) : ℂ) + I * ((m 1 : ℝ) : ℂ)) / 2, ((n : ℂ) - ((m 2 : ℝ) : ℂ)) / 2] := by
  refine Matrix.ext fun i j => ?_
  fin_cases i <;> fin_cases j <;> simp [spinDensity, pauli, Fin.sum_univ_three] <;> ring

/-- Every Hermitian 2×2 matrix equals `(n 1 + m · σ)/2` with `n = Re tr ρ` and
`m_k = Re tr (ρ σ_k)`. -/
theorem spinDensity_charge_magnetization (ρ : Matrix (Fin 2) (Fin 2) ℂ) (h : ρ.IsHermitian) :
    spinDensity (charge ρ) (magnetization ρ) = ρ := by
  -- Hermiticity: real diagonal, conjugate off-diagonal entries
  have h00 : -(ρ 0 0).im = (ρ 0 0).im := congrArg Complex.im (h.apply 0 0)
  have h11 : -(ρ 1 1).im = (ρ 1 1).im := congrArg Complex.im (h.apply 1 1)
  have hre : (ρ 1 0).re = (ρ 0 1).re := congrArg Complex.re (h.apply 0 1)
  have him : -(ρ 1 0).im = (ρ 0 1).im := congrArg Complex.im (h.apply 0 1)
  rw [spinDensity_eq]
  refine Matrix.ext fun i j => ?_
  fin_cases i <;> fin_cases j <;> apply Complex.ext <;>
    simp [charge, magnetization, pauli, Matrix.trace_fin_two, Matrix.mul_apply,
      Fin.sum_univ_two] <;> linarith

end

end LocalSpinDensity
```

Messages:

```
Main.lean:42:60: error: Application type mismatch: The argument
  IsHermitian.apply h 0 1
has type
  star (ρ 1 0) = ρ 0 1
but is expected to have type
  ρ 1 0 = ρ 0 1
in the application
  congrArg Complex.re (IsHermitian.apply h 0 1)
```

Cause. The single error is in `hre`. The term `h.apply 0 1` proves `star (ρ 1 0) = ρ 0 1`, while `congrArg Complex.re` turns an equation `a = b` into `a.re = b.re`. Lean matches this conclusion against the stated type `(ρ 1 0).re = (ρ 0 1).re`, which fixes `a` as `ρ 1 0` and `b` as `ρ 0 1`. The argument is then expected to prove `ρ 1 0 = ρ 0 1`, as the message says, and this lacks the `star`. The stated claim is true, but the implicit `a` was chosen wrongly. The lines `h00`, `h11` and `him`, whose left sides are negations rather than of the form `a.im`, raise no error.

The repair elaborates the same term as `hstar` with no expected type. Now `a` and `b` come from the argument, giving `(star (ρ 1 0)).re = (ρ 0 1).re`. Then `exact hstar` only has to check this against the goal up to definitional equality. The check succeeds because the real part of the conjugate unfolds to the real part of `ρ 1 0`.

The mended proof, as a diff:

```diff
@@ -40,5 +40,7 @@
   have h00 : -(ρ 0 0).im = (ρ 0 0).im := congrArg Complex.im (h.apply 0 0)
   have h11 : -(ρ 1 1).im = (ρ 1 1).im := congrArg Complex.im (h.apply 1 1)
-  have hre : (ρ 1 0).re = (ρ 0 1).re := congrArg Complex.re (h.apply 0 1)
+  have hre : (ρ 1 0).re = (ρ 0 1).re := by
+    have hstar := congrArg Complex.re (h.apply 0 1)
+    exact hstar
   have him : -(ρ 1 0).im = (ρ 0 1).im := congrArg Complex.im (h.apply 0 1)
   rw [spinDensity_eq]
```
